# The gauge-invariant spread of a finite projector is half the sum of squared distances weighted by |P_ij|²

Place one electron in the in-phase combination of two sites, site 0 at coordinate \(0\) and site 1 at coordinate \(a\). The normalised orbital is \((1,1)/\sqrt2\), so the projector \(P\) onto it and the position matrix \(X\) are

\[
P=\begin{pmatrix}1/2&1/2\\1/2&1/2\end{pmatrix},\qquad
X=\begin{pmatrix}0&0\\0&a\end{pmatrix}.
\]

With \(Q=1-P\), the spread is

\[
\mathrm{Tr}(PXQX)=\mathrm{Tr}(PX^2)-\mathrm{Tr}(PXPX)=\frac{a^2}{2}-\frac{a^2}{4}=\frac{a^2}{4}.
\]

The same number comes from the off-diagonal entries alone. Each of the ordered pairs \((0,1)\) and \((1,0)\) contributes \(a^2|P_{ij}|^2=a^2/4\), and half their sum is \(a^2/4\). The two agree because the occupation \(P_{11}=1/2\) is itself a sum of squared moduli, \(1/4+1/4\).

## From the trace to pairs of sites

Let \(P\) be a Hermitian idempotent matrix over finitely many sites, and let \(X\) be diagonal with real entries \(x_i\). The claim is

\[
\mathrm{Tr}(PXQX)=\frac12\sum_{i,j}(x_i-x_j)^2|P_{ij}|^2 .
\]

Hermiticity gives \(P_{ij}P_{ji}=|P_{ij}|^2\). Idempotency then gives

\[
P_{ii}=\sum_jP_{ij}P_{ji}=\sum_j|P_{ij}|^2 .
\]

Since \(PXQX=PX^2-PXPX\), the trace is

\[
\sum_i x_i^2P_{ii}-\sum_{i,j}x_ix_jP_{ij}P_{ji}
=\sum_{i,j}(x_i^2-x_ix_j)|P_{ij}|^2 .
\]

Exchanging the labels and using \(|P_{ji}|=|P_{ij}|\) turns the bracket into \(x_j^2-x_jx_i\) without changing the sum. The two brackets add up to \((x_i-x_j)^2\), so the trace is half the sum with that weight.

For several Cartesian directions, let \(r_{ki}\) be the coordinate of site \(i\) along direction \(k\), and let \(D_{ij}=\sum_k(r_{ki}-r_{kj})^2\) be the squared distance. Adding the one-direction results gives the gauge-invariant spread over all directions

\[
\Omega=\frac12\sum_{i,j}D_{ij}|P_{ij}|^2 .
\]

Two consequences follow from the terms being nonnegative. For a radius \(R>0\), every pair with \(D_{ij}\ge R^2\) satisfies \(R^2|P_{ij}|^2\le D_{ij}|P_{ij}|^2\). Summing over these pairs, and adding the other nonnegative terms on the right, gives

\[
\sum_{D_{ij}\ge R^2}|P_{ij}|^2\le\frac{2\Omega}{R^2}.
\]

Also, \(\Omega=0\) forces every term to vanish, so \(P_{ij}\neq0\) requires \(D_{ij}=0\), meaning equal coordinates in every direction. Conversely, if \(P\) connects only sites at the same position, every term is zero.

## Orbitals, rotations and stored matrix elements

In a Wannier-type localisation on a finite cluster, the occupied orbitals are the orthonormal columns of a coefficient matrix \(C\), and \(P=CC^\dagger\). Cyclicity of the trace gives, along one direction,

\[
\mathrm{Tr}(PXQX)=\mathrm{Tr}(C^\dagger X^2C)-\mathrm{Tr}\big[(C^\dagger XC)^2\big].
\]

A localisation step replaces \(C\) by \(CU\) with \(U\) unitary. This leaves \(P\) unchanged, which is the gauge invariance in the name. The sum of the orbital variances equals this invariant part plus \(\sum_{p\ne q}|(C^\dagger XC)_{pq}|^2\), where \(p,q\) label orbitals, and the optimiser can reduce only the latter.

If an idempotent density matrix, in an orthonormal basis where \(X\) is diagonal along every direction, is stored in sparse form with all its nonzero entries kept, the invariant part, summed over directions, can be obtained without orbitals. One loops over the stored pairs with \(i<j\) and accumulates \(D_{ij}|P_{ij}|^2\); the factor \(1/2\) has been absorbed by visiting each pair once. For linear-scaling methods, the radius bound limits the squared Frobenius norm of what a distance cutoff discards from an exactly idempotent, finite density matrix. It gives an inverse-square bound in \(R\), not exponential decay.

## Sites, positions and the spread in Lean

The types `n`, `m` and `d` label sites, orbitals and Cartesian directions, all finite in number.

```lean
import Mathlib

open Matrix

namespace GaugeInvariantSpread

noncomputable section

variable {n m d : Type*} [Fintype n] [DecidableEq n] [Fintype m] [Fintype d]
```

The position operator is a complex diagonal matrix built from real coordinates. This describes an orthonormal, site-localised basis in which position has no off-diagonal elements, as in a tight-binding model. General atomic-orbital bases and the position operator of a periodic crystal need a different treatment.

```lean
/-- The position operator along one direction: diagonal, with the site coordinates as entries. -/
def position (x : n → ℝ) : Matrix n n ℂ := Matrix.diagonal (fun i => (x i : ℂ))
```

The spread is defined by the trace itself, as a complex number. Neither its reality nor its sign is put in by definition.

```lean
/-- The spread `Tr(P X Q X)` along one direction, with `Q = 1 - P`. -/
def spreadAlong (P : Matrix n n ℂ) (x : n → ℝ) : ℂ :=
  (P * position x * (1 - P) * position x).trace
```

The argument `r k i` is \(r_{ki}\), and the total adds the directions.

```lean
/-- The gauge-invariant spread: the sum of `Tr(P X Q X)` over the Cartesian directions.
Here `r k i` is the coordinate of site `i` along direction `k`. -/
def spread (P : Matrix n n ℂ) (r : d → n → ℝ) : ℂ := ∑ k, spreadAlong P (r k)
```

The function `sqDist` is \(D_{ij}\). Distinct sites may share a position, as several orbitals on one atom do.

```lean
/-- The squared Euclidean distance between sites `i` and `j`. -/
def sqDist (r : d → n → ℝ) (i j : n) : ℝ := ∑ k, (r k i - r k j) ^ 2
```

## Hermiticity and idempotency, entry by entry

The hypothesis `P.IsHermitian` rewrites \(P_{ji}\) as the conjugate of \(P_{ij}\), and the product becomes a squared modulus. The notation `((‖P i j‖ ^ 2 : ℝ) : ℂ)` is that real number regarded as a complex one.

```lean
omit [Fintype n] [DecidableEq n] in
/-- For a Hermitian matrix, the product of opposite entries is a squared modulus. -/
theorem entry_mul_entry {P : Matrix n n ℂ} (hP : P.IsHermitian) (i j : n) :
    P i j * P j i = ((‖P i j‖ ^ 2 : ℝ) : ℂ) := by
  rw [← hP.apply j i, Complex.star_def, Complex.mul_conj, Complex.normSq_eq_norm_sq]
```

For a Hermitian `P`, the hypothesis `P * P = P` says that every eigenvalue is one or zero, so each natural orbital (eigenvector of `P`) is either fully occupied or empty, as for a single determinant of spin orbitals. A single site can still have a fractional occupation. Reading it at the diagonal entry \((i,i)\) gives the row-weight formula.

```lean
omit [DecidableEq n] in
/-- For a Hermitian idempotent `P`, the occupation of a site is the total squared modulus
of its row in `P`. -/
theorem occupation_eq_row_weight {P : Matrix n n ℂ} (hP : P.IsHermitian) (hI : P * P = P)
    (i : n) : P i i = ∑ j, ((‖P i j‖ ^ 2 : ℝ) : ℂ) := by
  have h := congrFun (congrFun hI i) i
  rw [Matrix.mul_apply] at h
  exact h.symm.trans (Finset.sum_congr rfl fun j _ => entry_mul_entry hP i j)
```

Hermiticity alone would not suffice for the spread formula: for one site with \(P=1/2\) and \(x=1\), the trace is \(1/4\) while the pair sum is zero.

## Completing the square

The theorem equates the complex trace with a real number, so it also shows that the spread is real; the squares make it nonnegative.

In the proof, `h1` and `h2` compute the diagonal entries of \(PX^2\) and \(PXPX\), and `h3` subtracts them to obtain the weight \(x_i^2-x_ix_j\). The exchange of labels is `hswap`, where Hermiticity enters once more through \(|P_{ji}|=|P_{ij}|\). Adding the two forms in `hadd` produces the square, and the closing `linarith` divides by two.

```lean
/-- Along one direction, the spread `Tr(P X Q X)` of a Hermitian idempotent `P` is half the sum
of `(x_i - x_j)² |P_ij|²` over all pairs of sites. -/
theorem spreadAlong_eq {P : Matrix n n ℂ} (hP : P.IsHermitian) (hI : P * P = P)
    (x : n → ℝ) :
    spreadAlong P x = ((1 / 2 * ∑ i, ∑ j, (x i - x j) ^ 2 * ‖P i j‖ ^ 2 : ℝ) : ℂ) := by
  -- the two terms of the trace, site by site
  have h1 : ∀ i, (P * position x * position x) i i
      = ∑ j, (x i : ℂ) ^ 2 * ((‖P i j‖ ^ 2 : ℝ) : ℂ) := by
    intro i
    rw [position, Matrix.mul_diagonal, Matrix.mul_diagonal,
      occupation_eq_row_weight hP hI i, Finset.sum_mul, Finset.sum_mul]
    exact Finset.sum_congr rfl fun j _ => by ring
  have h2 : ∀ i, (P * position x * P * position x) i i
      = ∑ j, (x i : ℂ) * (x j : ℂ) * ((‖P i j‖ ^ 2 : ℝ) : ℂ) := by
    intro i
    rw [position, Matrix.mul_diagonal, Matrix.mul_apply, Finset.sum_mul]
    refine Finset.sum_congr rfl fun j _ => ?_
    rw [Matrix.mul_diagonal]
    linear_combination ((x i : ℂ) * (x j : ℂ)) * entry_mul_entry hP i j
  have h3 : spreadAlong P x
      = ((∑ i, ∑ j, (x i ^ 2 - x i * x j) * ‖P i j‖ ^ 2 : ℝ) : ℂ) := by
    have e : P * position x * (1 - P) * position x
        = P * position x * position x - P * position x * P * position x := by
      noncomm_ring
    rw [spreadAlong, e, Matrix.trace_sub]
    simp only [Matrix.trace, Matrix.diag_apply, h1, h2]
    rw [← Finset.sum_sub_distrib, Complex.ofReal_sum]
    refine Finset.sum_congr rfl fun i _ => ?_
    rw [← Finset.sum_sub_distrib, Complex.ofReal_sum]
    refine Finset.sum_congr rfl fun j _ => ?_
    push_cast
    ring
  -- exchanging the two sites completes the square
  have hswap : ∑ i, ∑ j, (x i ^ 2 - x i * x j) * ‖P i j‖ ^ 2
      = ∑ i, ∑ j, (x j ^ 2 - x j * x i) * ‖P i j‖ ^ 2 := by
    rw [Finset.sum_comm]
    refine Finset.sum_congr rfl fun i _ => Finset.sum_congr rfl fun j _ => ?_
    rw [← hP.apply j i, norm_star]
  have hadd : ∑ i, ∑ j, (x i ^ 2 - x i * x j) * ‖P i j‖ ^ 2
      + ∑ i, ∑ j, (x j ^ 2 - x j * x i) * ‖P i j‖ ^ 2
      = ∑ i, ∑ j, (x i - x j) ^ 2 * ‖P i j‖ ^ 2 := by
    simp only [← Finset.sum_add_distrib]
    exact Finset.sum_congr rfl fun i _ => Finset.sum_congr rfl fun j _ => by ring
  rw [h3]
  refine congrArg Complex.ofReal ?_
  linarith
```

The version for several directions applies this result to each `r k`. The uses of `Finset.sum_comm` move the sum over directions inside the sums over sites, where it becomes `sqDist`.

```lean
/-- In any number of directions, the gauge-invariant spread of a Hermitian idempotent `P` is
half the sum of squared distance times `|P_ij|²` over all pairs of sites. -/
theorem spread_eq {P : Matrix n n ℂ} (hP : P.IsHermitian) (hI : P * P = P)
    (r : d → n → ℝ) :
    spread P r = ((1 / 2 * ∑ i, ∑ j, sqDist r i j * ‖P i j‖ ^ 2 : ℝ) : ℂ) := by
  simp only [spread, spreadAlong_eq hP hI]
  rw [← Complex.ofReal_sum]
  refine congrArg Complex.ofReal ?_
  rw [← Finset.mul_sum, Finset.sum_comm]
  congr 1
  refine Finset.sum_congr rfl fun i _ => ?_
  rw [Finset.sum_comm]
  refine Finset.sum_congr rfl fun j _ => ?_
  rw [sqDist, Finset.sum_mul]
```

## The orbital expression

Here `Cᴴ` is \(C^\dagger\). The statement holds for every rectangular `C`, since the identity is purely algebraic; orthonormal columns are what make \(CC^\dagger\) a projector. The proof expands the product and moves the leading `C` to the end of each trace with `Matrix.trace_mul_comm`.

```lean
/-- If `P = C Cᴴ` is built from orbitals stored as the columns of `C`, the spread along one
direction is the trace of `X²` over the orbitals minus the trace of the squared matrix of `X`
between them. -/
theorem spreadAlong_orbitals (C : Matrix n m ℂ) (x : n → ℝ) :
    spreadAlong (C * Cᴴ) x = (Cᴴ * position x * position x * C).trace
      - ((Cᴴ * position x * C) * (Cᴴ * position x * C)).trace := by
  have h : C * Cᴴ * position x * (1 - C * Cᴴ) * position x
      = C * (Cᴴ * position x * position x)
        - C * (Cᴴ * position x * C * Cᴴ * position x) := by
    simp only [Matrix.mul_sub, Matrix.sub_mul, Matrix.mul_one, Matrix.mul_assoc]
  -- cyclicity moves the leading `C` to the end
  rw [spreadAlong, h, Matrix.trace_sub, Matrix.trace_mul_comm C, Matrix.trace_mul_comm C]
  simp only [Matrix.mul_assoc]
```

## Weight beyond a radius

The conditional sum keeps exactly the pairs with \(R^2\le D_{ij}\). The real part `.re` appears because `spread` has complex type. In `key`, the inequality multiplied by \(R^2\) is checked pair by pair: `split_ifs` separates distant pairs, where the cutoff condition is used, from near ones, where the left side is zero. The spread formula and division by \(R^2\) finish the argument.

```lean
/-- For a Hermitian idempotent `P` and a cutoff radius `R > 0`, the total `|P_ij|²` over pairs
of sites at distance at least `R` is at most twice the spread divided by `R²`. -/
theorem truncated_weight_le {P : Matrix n n ℂ} (hP : P.IsHermitian) (hI : P * P = P)
    (r : d → n → ℝ) {R : ℝ} (hR : 0 < R) :
    (∑ i, ∑ j, if R ^ 2 ≤ sqDist r i j then ‖P i j‖ ^ 2 else 0)
      ≤ 2 * (spread P r).re / R ^ 2 := by
  have key : (∑ i, ∑ j, if R ^ 2 ≤ sqDist r i j then ‖P i j‖ ^ 2 else 0) * R ^ 2
      ≤ ∑ i, ∑ j, sqDist r i j * ‖P i j‖ ^ 2 := by
    rw [Finset.sum_mul]
    refine Finset.sum_le_sum fun i _ => ?_
    rw [Finset.sum_mul]
    refine Finset.sum_le_sum fun j _ => ?_
    split_ifs with h
    · linarith [mul_le_mul_of_nonneg_right h (sq_nonneg ‖P i j‖)]
    · rw [zero_mul]
      exact mul_nonneg (Finset.sum_nonneg fun k _ => sq_nonneg _) (sq_nonneg _)
  rw [spread_eq hP hI, Complex.ofReal_re, le_div_iff₀ (pow_pos hR 2)]
  linarith
```

## Zero spread

The right-hand side says that a nonzero entry \(P_{ij}\) forces the coordinates of \(i\) and \(j\) to agree in every direction. For the forward implication, the rule that a vanishing sum of nonnegative terms vanishes term by term is applied to the sums over \(i\), \(j\) and \(k\) in turn. For the converse, each pair has either a zero matrix element or a zero distance.

```lean
/-- The spread of a Hermitian idempotent `P` vanishes exactly when `P` has nonzero entries only
between sites at the same position. -/
theorem spread_eq_zero_iff {P : Matrix n n ℂ} (hP : P.IsHermitian) (hI : P * P = P)
    (r : d → n → ℝ) :
    spread P r = 0 ↔ ∀ i j, P i j ≠ 0 → ∀ k, r k i = r k j := by
  have hn : ∀ i j, 0 ≤ sqDist r i j * ‖P i j‖ ^ 2 := fun i j =>
    mul_nonneg (Finset.sum_nonneg fun k _ => sq_nonneg _) (sq_nonneg _)
  rw [spread_eq hP hI, Complex.ofReal_eq_zero]
  constructor
  · intro h i j hij k
    -- a vanishing sum of nonnegative terms vanishes term by term
    have h0 : ∑ i, ∑ j, sqDist r i j * ‖P i j‖ ^ 2 = 0 := by linarith
    have h1 := (Finset.sum_eq_zero_iff_of_nonneg
      (fun i _ => Finset.sum_nonneg fun j _ => hn i j)).1 h0 i (Finset.mem_univ i)
    have h2 := (Finset.sum_eq_zero_iff_of_nonneg
      (fun j _ => hn i j)).1 h1 j (Finset.mem_univ j)
    have h3 : sqDist r i j = 0 :=
      (mul_eq_zero.1 h2).resolve_right (pow_ne_zero 2 (norm_ne_zero_iff.2 hij))
    have h4 := (Finset.sum_eq_zero_iff_of_nonneg
      (fun k _ => sq_nonneg (r k i - r k j))).1 h3 k (Finset.mem_univ k)
    exact sub_eq_zero.1 (pow_eq_zero_iff (two_ne_zero)|>.1 h4)
  · intro h
    have h0 : ∑ i, ∑ j, sqDist r i j * ‖P i j‖ ^ 2 = 0 := by
      refine Finset.sum_eq_zero fun i _ => Finset.sum_eq_zero fun j _ => ?_
      by_cases hij : P i j = 0
      · simp [hij]
      · simp [sqDist, h i j hij]
    rw [h0, mul_zero]
```

## The two-site bond again

The matrix `bonding` is the projector from the opening example, with all four entries equal to \(1/2\).

```lean
/-- The projector onto the equal-weight, in-phase combination of two sites. -/
def bonding : Matrix (Fin 2) (Fin 2) ℂ := Matrix.of fun _ _ => 1 / 2
```

The theorem confirms that this matrix satisfies both hypotheses and has spread \(a^2/4\) for every real \(a\). After the entrywise checks, `w` records \(|P_{ij}|^2=1/4\), and the general formula reduces the spread to a sum over four pairs.

```lean
/-- The two-site bonding projector is Hermitian and idempotent, and with the sites at
coordinates `0` and `a` its spread is `a² / 4`. -/
theorem bonding_witness (a : ℝ) :
    bonding.IsHermitian ∧ bonding * bonding = bonding ∧
      spreadAlong bonding ![0, a] = ((a ^ 2 / 4 : ℝ) : ℂ) := by
  have hP : bonding.IsHermitian := by
    ext i j
    simp [bonding]
  have hI : bonding * bonding = bonding := by
    ext i j
    rw [Matrix.mul_apply, Fin.sum_univ_two]
    norm_num [bonding]
  refine ⟨hP, hI, ?_⟩
  have w : ∀ i j, ‖bonding i j‖ ^ 2 = 1 / 4 := by
    intro i j
    norm_num [bonding]
  have e0 : (![0, a] : Fin 2 → ℝ) 0 = 0 := rfl
  have e1 : (![0, a] : Fin 2 → ℝ) 1 = a := rfl
  rw [spreadAlong_eq hP hI]
  refine congrArg Complex.ofReal ?_
  simp only [w, Fin.sum_univ_two, e0, e1]
  ring

end

end GaugeInvariantSpread
```

```lean
#print axioms GaugeInvariantSpread.spread_eq
#print axioms GaugeInvariantSpread.spreadAlong_orbitals
#print axioms GaugeInvariantSpread.truncated_weight_le
#print axioms GaugeInvariantSpread.spread_eq_zero_iff
```

```
'GaugeInvariantSpread.spread_eq' depends on axioms: [propext, Classical.choice, Quot.sound]
'GaugeInvariantSpread.spreadAlong_orbitals' depends on axioms: [propext, Classical.choice, Quot.sound]
'GaugeInvariantSpread.truncated_weight_le' depends on axioms: [propext, Classical.choice, Quot.sound]
'GaugeInvariantSpread.spread_eq_zero_iff' depends on axioms: [propext, Classical.choice, Quot.sound]
```
